# Every intermediately normalized CI operator is the exponential of exactly one cluster operator

## Definitions and conventions

Fix a reference determinant Φ built from n_occ occupied spin orbitals, and let n_virt further spin orbitals be virtual. An excitation operator of rank r ≥ 1 removes r electrons from occupied orbitals and puts them into virtual ones. Such operators commute with one another, since each is a product of an even number of mutually anticommuting creation and annihilation operators. A product of them vanishes once its total rank exceeds min(n_occ, n_virt). A full configuration-interaction (CI) state whose overlap with Φ is scaled to one is written (1 + C)Φ, and a coupled-cluster (CC) state is written exp(T)Φ, where C and T are linear combinations of excitation operators.

The development keeps only the algebra of this situation. A is a commutative ring that can be multiplied by rational numbers, which is all that the factors 1/k! require; an algebra with real or complex coefficients is a special case. A stands for the span of the identity and all excitation operators. I is an ideal of A, a subset closed under addition and under multiplication by any element of A, and it stands for the span of the excitations alone. The power I^m is the ideal of all sums of products of m elements of I, with I^0 = A; in the orbital picture I^m with m ≥ 1 is spanned by the excitations of rank m and higher. The hypothesis I^n = 0, written `I ^ n = ⊥`, says that every product of n excitations vanishes, which in the orbital picture holds for n = min(n_occ, n_virt) + 1.

Commutativity and I^n = 0 are assumed, not derived from second quantization. No determinant, Hamiltonian, amplitude equation or grading by rank appears in the statements, so every reading in terms of orbitals and ranks, like the counter-examples further down, is commentary that Lean has not checked.

```lean
import Mathlib

open Finset

namespace ClusterForm

noncomputable section

variable {A : Type*} [CommRing A] [Algebra ℚ A]
```

The exponential is the finite sum of the n terms of orders 0 to n − 1,

  E(n, T) = Σ_{k<n} T^k / k!,

which is `finExp n T`. The first argument counts terms, so the highest order present is n − 1, and E(0, T) = 0.

```lean
/-- The finite exponential `∑_{k<n} T^k / k!` of a cluster operator `T`. -/
def finExp (n : ℕ) (T : A) : A :=
  ∑ k ∈ range n, ((k.factorial : ℚ)⁻¹) • T ^ k
```

One more term adds the order n,

  E(n + 1, T) = E(n, T) + T^n / n!.

```lean
/-- Adding one order to the finite exponential adds the term `T^n / n!`. -/
theorem finExp_succ (n : ℕ) (T : A) :
    finExp (n + 1) T = finExp n T + ((n.factorial : ℚ)⁻¹) • T ^ n :=
  Finset.sum_range_succ _ _
```

Three terms give the expansion through second order,

  E(3, T) = 1 + T + T²/2.

```lean
/-- Through second order the exponential is `1 + T + T²/2`. -/
theorem finExp_three (T : A) : finExp 3 T = 1 + T + (1 / 2 : ℚ) • T ^ 2 := by
  simp [finExp, Finset.sum_range_succ]
```

## The series terminates

Let T ∈ I, and let m and k be natural numbers. The difference

  E(m + k, T) − E(m, T) = Σ_{m ≤ j < m+k} T^j / j!

consists of terms of order at least m. Each has the form T^m times an element of A, and T^m ∈ I^m, so the difference lies in I^m. The proof is an induction on k: `h1` splits off the last term, `pow_add` factors T^(m+k) = T^m T^k, and `Ideal.pow_mem_pow` places T^m in I^m.

```lean
/-- For an excitation `T ∈ I`, the terms of orders `m, …, m + k - 1` of the exponential
add up to an element of `I^m`. -/
theorem finExp_tail_mem (I : Ideal A) {T : A} (hT : T ∈ I) (m k : ℕ) :
    finExp (m + k) T - finExp m T ∈ I ^ m := by
  induction k with
  | zero => simp
  | succ k ih =>
    have h1 : finExp (m + (k + 1)) T - finExp m T
        = (finExp (m + k) T - finExp m T) + (((m + k).factorial : ℚ)⁻¹) • T ^ (m + k) := by
      rw [← Nat.add_assoc, finExp_succ (m + k) T]
      abel
    rw [h1]
    refine Ideal.add_mem _ ih ?_
    rw [Algebra.smul_def, pow_add]
    exact Ideal.mul_mem_left _ _ (Ideal.mul_mem_right _ _ (Ideal.pow_mem_pow hT m))
```

With m = n and I^n = 0 the difference vanishes,

  E(n + k, T) = E(n, T).

Keeping further orders of the series changes nothing, so E(n, T) is the whole exponential of an excitation, and it is also written exp T below whenever I^n = 0 and T ∈ I.

```lean
/-- If `I^n = 0`, the exponential series of an excitation terminates: orders `n` and higher
do not change it. -/
theorem finExp_stable {I : Ideal A} {n : ℕ} (hI : I ^ n = ⊥) {T : A} (hT : T ∈ I) (k : ℕ) :
    finExp (n + k) T = finExp n T := by
  have h := finExp_tail_mem I hT n k
  rwa [hI, Ideal.mem_bot, sub_eq_zero] at h
```

## The difference of two exponentials

Let S, T ∈ I. For every series with at least two terms there is a w ∈ I with

  E(k + 2, S) − E(k + 2, T) = (S − T)(1 + w).

For k = 0 the left side is (1 + S) − (1 + T) = S − T, and w = 0. For the step from k to k + 1, the new terms are of order k + 2. The difference of equal powers is divisible by S − T, so S^(k+1) − T^(k+1) = (S − T)q for some q ∈ A, and

  S^(k+2) − T^(k+2) = S(S^(k+1) − T^(k+1)) + (S − T)T^(k+1) = (S − T)(Sq + T^(k+1)).

The factor Sq + T^(k+1) lies in I because S and T do. The new w is therefore

  w + (Sq + T^(k+1)) / (k + 2)!.

Nilpotency plays no part here. In the proof `sub_dvd_pow_sub_pow` supplies q with its equation `hq`, the power T^(k+1) is written `T ^ k * T` to expose a factor in I, and the final `linear_combination h + c * S * hq` adds the induction hypothesis to S/(k + 2)! times the equation for q.

```lean
/-- For excitations `S`, `T` and at least two terms in the series,
`exp S - exp T = (S - T)(1 + w)` with `w` an excitation. -/
theorem finExp_sub_eq (I : Ideal A) {S T : A} (hS : S ∈ I) (hT : T ∈ I) (k : ℕ) :
    ∃ w ∈ I, finExp (k + 2) S - finExp (k + 2) T = (S - T) * (1 + w) := by
  induction k with
  | zero =>
    have h2 : ∀ X : A, finExp (0 + 2) X = 1 + X := by
      intro X
      simp [finExp, Finset.sum_range_succ]
    refine ⟨0, I.zero_mem, ?_⟩
    rw [h2, h2]
    ring
  | succ k ih =>
    obtain ⟨w, hw, h⟩ := ih
    obtain ⟨q, hq⟩ := sub_dvd_pow_sub_pow S T (k + 1)
    -- S^(k+2) - T^(k+2) = (S - T) (S q + T^(k+1)), the last factor being an excitation
    refine ⟨w + algebraMap ℚ A (((k + 2).factorial : ℚ)⁻¹) * (S * q + T ^ k * T), ?_, ?_⟩
    · exact I.add_mem hw (I.mul_mem_left _
        (I.add_mem (I.mul_mem_right _ hS) (I.mul_mem_left _ hT)))
    · have e : k + 1 + 2 = (k + 2) + 1 := by omega
      rw [e, finExp_succ (k + 2) S, finExp_succ (k + 2) T, Algebra.smul_def, Algebra.smul_def]
      generalize algebraMap ℚ A (((k + 2).factorial : ℚ)⁻¹) = c
      linear_combination h + c * S * hq
```

The last lines show a technique that carries over to other proofs in algebras over a field. `Algebra.smul_def` turns a scalar multiple r • X into a ring product of the image of r in A with X, and `generalize` then replaces that image by a variable, here `c`. What remains is a polynomial identity in a commutative ring, valid for any value of `c`, which `linear_combination` closes without seeing a factorial.

## Comparing amplitudes and exponentials

Now let I^n = 0 and let J be any ideal of A. Taking k = n above and dropping the two surplus orders gives exp S − exp T = (S − T)(1 + w). The element w is nilpotent, because (−w)^n ∈ I^n = 0, and the finite geometric sum v = Σ_{i<n} (−w)^i inverts 1 + w:

  (1 + w) v = 1 − (−w)^n = 1.

If exp S − exp T ∈ J, multiplying by v gives S − T ∈ J. If S − T ∈ J, multiplying by 1 + w gives exp S − exp T ∈ J. Hence

  exp S − exp T ∈ J  ⇔  S − T ∈ J.

For J = I^m this says that two cluster operators agree below rank m exactly when their exponentials do, and for J = 0 it says that the exponential is injective on I. In the proof `hv` is the inverse relation, obtained from `mul_neg_geom_sum`, and the two branches after `constructor` are the two multiplications.

```lean
/-- If `I^n = 0`, two cluster operators in `I` agree modulo an ideal `J` exactly when their
exponentials agree modulo `J`. -/
theorem finExp_sub_mem_iff {I : Ideal A} {n : ℕ} (hI : I ^ n = ⊥) (J : Ideal A) {S T : A}
    (hS : S ∈ I) (hT : T ∈ I) :
    finExp n S - finExp n T ∈ J ↔ S - T ∈ J := by
  obtain ⟨w, hw, h⟩ := finExp_sub_eq I hS hT n
  rw [finExp_stable hI hS 2, finExp_stable hI hT 2] at h
  -- the terminating geometric series inverts 1 + w
  have hv : (1 + w) * ∑ i ∈ range n, (-w) ^ i = 1 := by
    have h1 := mul_neg_geom_sum (-w) n
    have h2 : (-w) ^ n = 0 := by
      have h3 : (-w) ^ n ∈ I ^ n := Ideal.pow_mem_pow (neg_mem hw) n
      rwa [hI, Ideal.mem_bot] at h3
    rwa [h2, sub_zero, sub_neg_eq_add] at h1
  rw [h]
  constructor
  · intro hm
    have h4 := J.mul_mem_right (∑ i ∈ range n, (-w) ^ i) hm
    rwa [mul_assoc, hv, mul_one] at h4
  · intro hm
    exact J.mul_mem_right _ hm
```

## Constructing the cluster operator

Let C ∈ I and fix a series of N + 2 terms, N being any natural number. For a trial T ∈ I the residual is

  D = 1 + C − E(N + 2, T).

The claim is that for every m some T ∈ I has D ∈ I^(m+1). For m = 0 take T = 0, whose exponential is 1, so that D = C ∈ I. For the step, suppose D ∈ I^(m+1) and replace T by T + D, which is again in I. The difference formula gives a w ∈ I with E(N + 2, T + D) − E(N + 2, T) = D(1 + w), and the new residual is

  1 + C − E(N + 2, T + D) = D − D(1 + w) = −Dw ∈ I^(m+2).

Each correction pushes the error one power of I deeper, again without use of I^n = 0. The equation `e` is the displayed line, and `Ideal.mul_mem_mul` places the product Dw in I^(m+1) · I.

```lean
/-- For a CI excitation `C ∈ I` and every `m` there is a cluster operator `T ∈ I` whose
exponential, with at least two terms, matches `1 + C` modulo `I^(m+1)`. -/
theorem exists_cluster_approx (I : Ideal A) {C : A} (hC : C ∈ I) (N m : ℕ) :
    ∃ T ∈ I, 1 + C - finExp (N + 2) T ∈ I ^ (m + 1) := by
  induction m with
  | zero =>
    have h0 : finExp (N + 2) (0 : A) = 1 := by
      unfold finExp
      rw [Finset.sum_range_succ']
      simp [pow_succ]
    refine ⟨0, I.zero_mem, ?_⟩
    rw [h0]
    simpa using hC
  | succ m ih =>
    obtain ⟨T, hT, hres⟩ := ih
    -- correct T by the residual D; the new residual is -D w, one power of I deeper
    obtain ⟨D, hD⟩ : ∃ D : A, D = 1 + C - finExp (N + 2) T := ⟨_, rfl⟩
    rw [← hD] at hres
    have hDI : D ∈ I := Ideal.pow_le_self (Nat.succ_ne_zero m) hres
    obtain ⟨w, hw, h⟩ := finExp_sub_eq I (I.add_mem hT hDI) hT N
    refine ⟨T + D, I.add_mem hT hDI, ?_⟩
    have e : 1 + C - finExp (N + 2) (T + D) = -(D * w) := by
      linear_combination -h - hD
    rw [e, pow_succ I (m + 1)]
    exact neg_mem (Ideal.mul_mem_mul hres hw)
```

## The main theorem

Let I^n = 0 and C ∈ I. Choosing N = n and m = n gives a T ∈ I whose residual lies in I^(n+1) ⊆ I^n = 0, and E(n + 2, T) = E(n, T), so

  E(n, T) = 1 + C.

If S ∈ I solves the same equation, then exp S − exp T = 0, and the comparison with J = 0 gives S = T. The statement `∃! T : A, T ∈ I ∧ finExp n T = 1 + C` reads: there is exactly one element of A that is an excitation and whose n-term exponential is 1 + C. The hypothesis `hC` is intermediate normalization, as C contains no multiple of the identity that could change the coefficient of the reference. All n are allowed. For n = 1 the ideal is zero and T = C = 0; for n = 0 the hypothesis says A = I^0 = 0, and both sides are zero.

```lean
/-- If `I^n = 0`, every intermediately normalized CI operator `1 + C` with `C ∈ I` is the
finite exponential of exactly one cluster operator `T ∈ I`. -/
theorem existsUnique_cluster {I : Ideal A} {n : ℕ} (hI : I ^ n = ⊥) {C : A} (hC : C ∈ I) :
    ∃! T : A, T ∈ I ∧ finExp n T = 1 + C := by
  obtain ⟨T, hT, h⟩ := exists_cluster_approx I hC n n
  rw [finExp_stable hI hT 2] at h
  -- the residual lies in I^n = 0
  have h' : 1 + C - finExp n T ∈ I ^ n := Ideal.pow_le_pow_right (Nat.le_succ n) h
  rw [hI, Ideal.mem_bot, sub_eq_zero] at h'
  refine ⟨T, ⟨hT, h'.symm⟩, ?_⟩
  rintro S ⟨hS, hSe⟩
  have h1 : S - T ∈ (⊥ : Ideal A) := by
    apply (finExp_sub_mem_iff hI ⊥ hS hT).1
    rw [hSe, h', sub_self]
    exact Ideal.zero_mem _
  rwa [Ideal.mem_bot, sub_eq_zero] at h1
```

For electronic structure this means that, in a finite orbital space and with all excitation ranks kept, the CI coefficients and the cluster amplitudes of a state with unit reference coefficient determine each other. It says nothing on how well a T truncated in rank approximates such a state, nor on the solutions of the projected CC equations for such a truncated T.

Small examples show the role of each hypothesis. Without I^n = 0, take A = ℚ, I = ℚ and n = 3. For C = −1 the equation 1 + T + T²/2 = 0 is (T + 1)² + 1 = 0, which has no solution, and for C = 0 the equation T(1 + T/2) = 0 has the two solutions T = 0 and T = −2. Without C ∈ I, take A = ℚ, I = 0, n = 1 and C = 1: the only T in I is 0, and E(1, 0) = 1 differs from 1 + C = 2.

## The converse

Setting the second operator in the comparison to zero, with exp 0 = 1, gives for T ∈ I and any ideal J

  exp T − 1 ∈ J  ⇔  T ∈ J.

With J = I the right side is the hypothesis, so the exponential of every cluster operator has the form 1 + C with C ∈ I. With J = I² it says that the CI operator has no singles exactly when the cluster operator has none. The value E(n, 0) = 1 is obtained in `h0` by passing through n + 1 terms, which covers n = 0 as well.

```lean
/-- If `I^n = 0` and `T ∈ I`, the CI excitation `exp T - 1` lies in an ideal `J` exactly when
the cluster operator `T` does. -/
theorem finExp_sub_one_mem_iff {I : Ideal A} {n : ℕ} (hI : I ^ n = ⊥) (J : Ideal A) {T : A}
    (hT : T ∈ I) : finExp n T - 1 ∈ J ↔ T ∈ J := by
  have h0 : finExp n (0 : A) = 1 := by
    rw [← finExp_stable hI I.zero_mem 1]
    unfold finExp
    rw [Finset.sum_range_succ']
    simp [pow_succ]
  have h := finExp_sub_mem_iff hI J hT I.zero_mem
  rwa [h0, sub_zero] at h
```

## CI and CC coefficients through second order

Let T ∈ I and exp T = 1 + C. That C lies in I follows from the converse and is not assumed. For any X ∈ I the tail bound with m = 3, together with termination, gives

  exp X − (1 + X + X²/2) ∈ I³,

which is `key`. For X = T this is the first relation,

  C − (T + T²/2) ∈ I³.

For the inverse relation put S = C − C²/2 ∈ I and expand:

  1 + S + S²/2 = 1 + C − C²/2 + (C² − C³ + C⁴/4)/2 = 1 + C − C³(1/2 − C/8).

Then

  exp T − exp S = 1 + C − exp S = C³(1/2 − C/8) − (exp S − (1 + S + S²/2)),

both terms on the right lie in I³, and the comparison with J = I³ yields

  T − (C − C²/2) ∈ I³.

In the proof the number 1/2 becomes the ring element `a`, and the factor 1/2 − C/8 appears as `2 * a ^ 2 - a ^ 3 * C`. With C_r and T_r denoting the rank-r parts in the orbital picture, the first relation reads C₁ = T₁ and C₂ = T₂ + T₁²/2, and the second T₂ = C₂ − C₁²/2.

```lean
/-- If `I^n = 0`, `T ∈ I` and `exp T = 1 + C`, then `C = T + T²/2` and `T = C - C²/2`
modulo `I³`. -/
theorem ci_cc_second_order {I : Ideal A} {n : ℕ} (hI : I ^ n = ⊥) {T C : A} (hT : T ∈ I)
    (h : finExp n T = 1 + C) :
    C - (T + (1 / 2 : ℚ) • T ^ 2) ∈ I ^ 3 ∧ T - (C - (1 / 2 : ℚ) • C ^ 2) ∈ I ^ 3 := by
  have hC : C ∈ I := by
    have h1 := (finExp_sub_one_mem_iff hI I hT).2 hT
    rwa [h, add_sub_cancel_left] at h1
  have key : ∀ X ∈ I, finExp n X - (1 + X + (1 / 2 : ℚ) • X ^ 2) ∈ I ^ 3 := by
    intro X hX
    have h1 := finExp_tail_mem I hX 3 n
    rwa [Nat.add_comm 3 n, finExp_stable hI hX 3, finExp_three X] at h1
  obtain ⟨a, ha⟩ : ∃ a : A, ∀ X : A, (1 / 2 : ℚ) • X = a * X :=
    ⟨algebraMap ℚ A (1 / 2), fun X => Algebra.smul_def _ _⟩
  simp only [ha] at key ⊢
  constructor
  · have h1 := key T hT
    rw [h] at h1
    have e : C - (T + a * T ^ 2) = 1 + C - (1 + T + a * T ^ 2) := by ring
    rw [e]
    exact h1
  · have hC2 : C ^ 2 ∈ I := by
      rw [pow_two]
      exact I.mul_mem_left _ hC
    have hS : C - a * C ^ 2 ∈ I := sub_mem hC (I.mul_mem_left _ hC2)
    -- compare the exponentials of T and of C - C²/2 modulo I³
    apply (finExp_sub_mem_iff hI (I ^ 3) hT hS).1
    have e : 1 + C - finExp n (C - a * C ^ 2)
        = C ^ 3 * (2 * a ^ 2 - a ^ 3 * C) - (finExp n (C - a * C ^ 2)
          - (1 + (C - a * C ^ 2) + a * (C - a * C ^ 2) ^ 2)) := by ring
    rw [h, e]
    exact sub_mem (Ideal.mul_mem_right _ _ (Ideal.pow_mem_pow hC 3)) (key _ hS)
```

## Sums of cluster operators

For S, T ∈ I the product exp S · exp T is the sum of S^j T^k / (j! k!) over j < n and k < n. Terms with j + k ≥ n lie in I^n and vanish. The remaining terms with a fixed j + k = m add up, by the binomial theorem for commuting elements, to (S + T)^m / m!, so

  exp(S + T) = exp S · exp T.

The proof takes this from Mathlib. The step `nil` shows X^n = 0 for X ∈ I, `ex` identifies E(n, X) with `IsNilpotent.exp X`, and `IsNilpotent.exp_add_of_commute` is the product rule for commuting nilpotent elements. When S and T are the cluster operators of two non-interacting fragments, this is the identity by which additive amplitudes give a product wave operator; the theorem concerns the operators only and not energies.

```lean
/-- If `I^n = 0`, the exponential of a sum of cluster operators in `I` is the product of
their exponentials. -/
theorem finExp_add {I : Ideal A} {n : ℕ} (hI : I ^ n = ⊥) {S T : A} (hS : S ∈ I)
    (hT : T ∈ I) : finExp n (S + T) = finExp n S * finExp n T := by
  have nil : ∀ X ∈ I, X ^ n = 0 := by
    intro X hX
    have h1 := Ideal.pow_mem_pow hX n
    rwa [hI, Ideal.mem_bot] at h1
  have ex : ∀ X ∈ I, finExp n X = IsNilpotent.exp X :=
    fun X hX => (IsNilpotent.exp_eq_sum (nil X hX)).symm
  rw [ex _ (I.add_mem hS hT), ex S hS, ex T hT]
  exact IsNilpotent.exp_add_of_commute (Commute.all S T) ⟨n, nil S hS⟩ ⟨n, nil T hT⟩
```

## An explicit algebra

The algebra ℚ[x]/(x³) consists of the elements α + βx + γx² with rational α, β, γ and the rule x³ = 0. The comments in the code call any element of I an excitation, linear combinations included. One orbital model for x is the sum p + q of two single excitations that share neither an occupied nor a virtual spin orbital. They commute, each squares to zero and their product is not zero, so x² = 2pq is a nonzero double excitation and x³ = 0.

```lean
/-- The algebra `ℚ[x]/(x³)`, generated by one excitation whose third power vanishes. -/
abbrev RankTwo : Type := AdjoinRoot (Polynomial.X ^ 3 : Polynomial ℚ)
```

The element x is `exc`, the class of the polynomial variable.

```lean
/-- The generating excitation `x` of `ℚ[x]/(x³)`. -/
def exc : RankTwo := AdjoinRoot.root (Polynomial.X ^ 3 : Polynomial ℚ)
```

The excitation ideal I = (x) holds the elements with α = 0.

```lean
/-- The excitation ideal of `ℚ[x]/(x³)`, generated by `x`. -/
def excIdeal : Ideal RankTwo := Ideal.span ({exc} : Set RankTwo)
```

Since I^m is generated by x^m, the facts x³ = 0 and x² ≠ 0 give I³ = 0 and I² ≠ 0, so the second-order term survives. For C = x the cluster operator is T = x − x²/2 ∈ I, and the expansion used above gives

  E(3, T) = 1 + x − x³/2 + x⁴/8 = 1 + x.

In the proof `h3` is the defining relation, and `h2` excludes x² = 0 because the polynomial X³ would otherwise divide X², whose coefficient of degree 2 is not zero. The last line writes E(3, T) − (1 + x) as (−2a² + a³x) x³ with a = 1/2.

```lean
/-- In `ℚ[x]/(x³)` the ideal `I = (x)` has `I³ = 0` and `I² ≠ 0`, and the cluster operator
`x - x²/2 ∈ I` has exponential `1 + x`. -/
theorem cluster_witness :
    excIdeal ^ 3 = ⊥ ∧ excIdeal ^ 2 ≠ ⊥ ∧
      exc - algebraMap ℚ RankTwo (1 / 2) * exc ^ 2 ∈ excIdeal ∧
      finExp 3 (exc - algebraMap ℚ RankTwo (1 / 2) * exc ^ 2) = 1 + exc := by
  have h3 : exc ^ 3 = 0 := by
    have h : AdjoinRoot.mk (Polynomial.X ^ 3 : Polynomial ℚ) (Polynomial.X ^ 3) = 0 :=
      AdjoinRoot.mk_self
    rw [map_pow, AdjoinRoot.mk_X] at h
    exact h
  have h2 : ¬ exc ^ 2 = 0 := by
    intro h0
    have h : AdjoinRoot.mk (Polynomial.X ^ 3 : Polynomial ℚ) (Polynomial.X ^ 2) = 0 := by
      rw [map_pow, AdjoinRoot.mk_X]
      exact h0
    rw [AdjoinRoot.mk_eq_zero, Polynomial.X_pow_dvd_iff] at h
    have h1 := h 2 (by norm_num)
    simp [Polynomial.coeff_X_pow] at h1
  have hx : exc ∈ excIdeal := Ideal.mem_span_singleton_self exc
  have hx2 : exc ^ 2 ∈ excIdeal := by
    rw [pow_two]
    exact excIdeal.mul_mem_left _ hx
  refine ⟨?_, ?_, sub_mem hx (excIdeal.mul_mem_left _ hx2), ?_⟩
  · unfold excIdeal
    rw [Ideal.span_singleton_pow, Ideal.span_singleton_eq_bot]
    exact h3
  · unfold excIdeal
    rw [Ne, Ideal.span_singleton_pow, Ideal.span_singleton_eq_bot]
    exact h2
  · rw [finExp_three, Algebra.smul_def]
    generalize algebraMap ℚ RankTwo (1 / 2) = a
    linear_combination (-2 * a ^ 2 + a ^ 3 * exc) * h3

end

end ClusterForm
```

```lean
#print axioms ClusterForm.existsUnique_cluster
-- 'ClusterForm.existsUnique_cluster' depends on axioms: [propext, Classical.choice, Quot.sound]
#print axioms ClusterForm.ci_cc_second_order
-- 'ClusterForm.ci_cc_second_order' depends on axioms: [propext, Classical.choice, Quot.sound]
#print axioms ClusterForm.finExp_add
-- 'ClusterForm.finExp_add' depends on axioms: [propext, Classical.choice, Quot.sound]
```
